# The two-dimensional representation of the dicyclic group of order 4n with label k has a scalar commutant exactly when n does not divide k

When I set up a spin–orbit Hamiltonian for a molecule with an $n$-fold axis and perpendicular twofold axes, I evaluate one diagonal element for a pair of symmetry partners, copy it to the other partner, and set the coupling between the two to zero. This is safe only if symmetry allows no other matrix on the pair.

The double group here has generators $a$ (rotation by $2\pi/n$) and $x$ (a perpendicular twofold rotation), with $a^{2n}=1$, $x^2=a^n$ and $xax^{-1}=a^{-1}$. With $w=e^{i\pi/n}$ and an integer $k$, the partners with angular momentum $\pm k/2$ along the axis should transform by

$$a\mapsto A=\begin{pmatrix}w^k&0\\0&w^{-k}\end{pmatrix},\qquad x\mapsto X=\begin{pmatrix}0&(-1)^k\\1&0\end{pmatrix}.$$

I believe that only multiples of the identity commute with these matrices precisely when $n\nmid k$. Can this be made rigorous and checked by machine, including the claim that the matrices represent the group at all?

## Two phases that differ unless n divides k

Yes, for every $n\ge1$ and every integer $k$. The first thing to check is the three relations. Since $w^{2n}=1$, we have $A^{2n}=1$. Since $w^n=-1$, both diagonal entries of $A^n$ equal $(-1)^k$, and direct multiplication gives $X^2=(-1)^k\,1$ as well, so $X^2=A^n$. Finally,

$$XA=\begin{pmatrix}0&(-1)^kw^{-k}\\w^k&0\end{pmatrix}=A^{-1}X ,$$

which is the third relation. The element $a^n$ is the rotation by $2\pi$. Its value $(-1)^k$ makes odd $k$ the spinor case and even $k$ the ordinary one.

Now let $M$ commute with $A$ and $X$, with rows and columns numbered 0 and 1. The off-diagonal entries of $MA=AM$ give

$$(w^k-w^{-k})M_{01}=0,\qquad (w^k-w^{-k})M_{10}=0 .$$

The phases coincide when $w^{2k}=e^{2\pi ik/n}=1$, that is, exactly when $n\mid k$. If $n\nmid k$, both off-diagonal entries therefore vanish. The lower left entry of $MX=XM$ reads $M_{11}=M_{00}$, so $M=M_{00}\,1$.

If $n\mid k$, then $A$ is itself a scalar matrix. In that case $X$ commutes with $A$ and with itself, hence with the whole representation, and it is not scalar because its lower left entry is 1.

The same dichotomy shows up in common eigenvectors. Suppose $n\nmid k$ and $v=(v_0,v_1)$ is an eigenvector of both $A$ and $X$. Because the eigenvalues of $A$ differ, one component of $v$ is zero. Because $Xv=((-1)^kv_1,v_0)$ must be a multiple of $v$, the other component is zero too, so $v=0$. If $n\mid k$, the normalised vector $(i^k,1)/\sqrt2$ works, since $i^{2k}=(-1)^k$ gives $X(i^k,1)=i^k(i^k,1)$. In two dimensions a proper nonzero invariant subspace is a line, so the absence of a common eigenvector is irreducibility.

## The group, the matrices and the theorems in Lean

The group is `QuaternionGroup n`, Mathlib's name for the dicyclic group. Its elements are `a i`, meaning $a^i$, and `xa i`, meaning $xa^i$, with `i` an integer modulo $2n$. The assumption `[NeZero n]` says $n\ge1$, and `k : ℤ` is the label. For $n=1$ the group is cyclic of order 4, every $k$ is divisible by $n$, and the commutant is never scalar.

`dicyclicRep n k` is a monoid homomorphism (`→*`) into complex $2\times2$ matrices, so its type already contains the statement that products go to products and the identity to the identity. `dicyclicRep_generators` confirms that the generators go to the matrices $A$ and $X$ above, and `dicyclicRep_central` that $a^n$ acts as $(-1)^k$.

`commutant_scalar_iff` reads: every complex matrix `M` that commutes with `dicyclicRep n k g` for all `g` has the form $c\,1$, if and only if $n$ does not divide $k$. `M` need not be Hermitian. `invariant_line_iff` says that a nonzero vector which each group element maps to a multiple of itself exists if and only if $n$ divides $k$; the multiple may depend on the element.

The theorems concern one copy of the representation on a two-dimensional space. A Hamiltonian acting on several copies can mix them, and time reversal is not part of the group. The reading of $a$ and $x$ as rotations of a molecule is an interpretation of the abstract group.

```lean
import Mathlib

open Matrix

namespace DicyclicSpinor

noncomputable section

variable (n : ℕ) [NeZero n] (k : ℤ)

/-- The phase `exp(i π j / n)` attached to an exponent `j` modulo `2n`. -/
def phase (j : ZMod (2 * n)) : ℂ := ZMod.stdAddChar j

/-- Phases multiply when exponents are added. -/
theorem phase_add (i j : ZMod (2 * n)) : phase n (i + j) = phase n i * phase n j :=
  AddChar.map_add_eq_mul _ i j

/-- The phase of an integer exponent `j` is the `j`-th power of `w = exp(i π / n)`. -/
theorem phase_int (j : ℤ) :
    phase n (j : ZMod (2 * n)) = Complex.exp (Complex.I * Real.pi / n) ^ j := by
  have hn : (n : ℂ) ≠ 0 := Nat.cast_ne_zero.mpr (NeZero.ne n)
  rw [phase, ZMod.stdAddChar_coe, ← Complex.exp_int_mul]
  congr 1
  push_cast
  field_simp

/-- The phase of the exponent `k n` is the sign `(-1)^k`. -/
theorem phase_half : phase n ((k : ZMod (2 * n)) * (n : ZMod (2 * n))) = (-1) ^ k := by
  have hn : (n : ℂ) ≠ 0 := Nat.cast_ne_zero.mpr (NeZero.ne n)
  have h : (k : ZMod (2 * n)) * (n : ZMod (2 * n)) = ((k * n : ℤ) : ZMod (2 * n)) := by simp
  rw [phase, h, ZMod.stdAddChar_coe, ← Complex.exp_pi_mul_I, ← Complex.exp_int_mul]
  congr 1
  push_cast
  field_simp

omit [NeZero n] in
/-- The exponents `k` and `-k` agree modulo `2n` exactly when `n` divides `k`. -/
theorem cast_eq_neg_iff : (k : ZMod (2 * n)) = -(k : ZMod (2 * n)) ↔ (n : ℤ) ∣ k := by
  rw [← Int.cast_neg, ZMod.intCast_eq_intCast_iff_dvd_sub]
  push_cast
  constructor
  · rintro ⟨c, hc⟩
    exact ⟨-c, by linarith⟩
  · rintro ⟨c, hc⟩
    exact ⟨-c, by rw [hc]; ring⟩

/-- The matrices of the group elements `a^i` and `x a^i`. -/
def dicyclicMatrix : QuaternionGroup n → Matrix (Fin 2) (Fin 2) ℂ
  | .a i => !![phase n (k * i), 0; 0, phase n (-(k * i))]
  | .xa i => !![0, (-1) ^ k * phase n (-(k * i)); phase n (k * i), 0]

omit [NeZero n] in
private theorem two_n : (2 : ZMod (2 * n)) * (n : ZMod (2 * n)) = 0 := by
  exact_mod_cast ZMod.natCast_self (2 * n)

private theorem phase_zero : phase n 0 = 1 := AddChar.map_zero_eq_one _

/-- The two-dimensional representation of the dicyclic group of order `4n` with label `k`. -/
def dicyclicRep : QuaternionGroup n →* Matrix (Fin 2) (Fin 2) ℂ where
  toFun := dicyclicMatrix n k
  map_one' := by
    change dicyclicMatrix n k (QuaternionGroup.a 0) = 1
    ext r c
    fin_cases r <;> fin_cases c <;> simp [dicyclicMatrix, phase_zero]
  map_mul' := by
    -- one case for each of the four multiplication rules of the group
    rintro (i | i) (j | j)
    · have h1 : phase n (k * (i + j)) = phase n (k * i) * phase n (k * j) := by
        rw [mul_add, phase_add]
      have h2 : phase n (-(k * (i + j))) = phase n (-(k * i)) * phase n (-(k * j)) := by
        rw [← phase_add]; congr 1; ring
      simp only [QuaternionGroup.a_mul_a, dicyclicMatrix, Matrix.mul_fin_two, h1, h2,
        mul_zero, zero_mul, add_zero, zero_add]
    · have h1 : phase n (k * (j - i)) = phase n (-(k * i)) * phase n (k * j) := by
        rw [← phase_add]; congr 1; ring
      have h2 : (-1) ^ k * phase n (-(k * (j - i)))
          = phase n (k * i) * ((-1) ^ k * phase n (-(k * j))) := by
        rw [show -((k : ZMod (2 * n)) * (j - i)) = k * i + -(k * j) by ring, phase_add]
        ring
      simp only [QuaternionGroup.a_mul_xa, dicyclicMatrix, Matrix.mul_fin_two, h1, h2,
        mul_zero, zero_mul, add_zero, zero_add]
    · have h1 : phase n (k * (i + j)) = phase n (k * i) * phase n (k * j) := by
        rw [mul_add, phase_add]
      have h2 : (-1) ^ k * phase n (-(k * (i + j)))
          = (-1) ^ k * phase n (-(k * i)) * phase n (-(k * j)) := by
        rw [show -((k : ZMod (2 * n)) * (i + j)) = -(k * i) + -(k * j) by ring, phase_add]
        ring
      simp only [QuaternionGroup.xa_mul_a, dicyclicMatrix, Matrix.mul_fin_two, h1, h2,
        mul_zero, zero_mul, add_zero, zero_add]
    · -- here `x^2 = a^n` produces the sign `(-1)^k`
      have h1 : phase n (k * (n + j - i))
          = (-1) ^ k * phase n (-(k * i)) * phase n (k * j) := by
        rw [show (k : ZMod (2 * n)) * (n + j - i) = k * n + (-(k * i) + k * j) by ring,
          phase_add, phase_add, phase_half]
        ring
      have h2 : phase n (-(k * (n + j - i)))
          = phase n (k * i) * ((-1) ^ k * phase n (-(k * j))) := by
        rw [show -((k : ZMod (2 * n)) * (n + j - i)) = k * n + (k * i + -(k * j)) by
          linear_combination (-(k : ZMod (2 * n))) * two_n n, phase_add, phase_add, phase_half]
        ring
      simp only [QuaternionGroup.xa_mul_xa, dicyclicMatrix, Matrix.mul_fin_two, h1, h2,
        mul_zero, zero_mul, add_zero, zero_add]

private theorem rep_apply (g : QuaternionGroup n) :
    dicyclicRep n k g = dicyclicMatrix n k g := rfl

/-- With `w = exp(i π / n)`, the generator `a` acts as `diag(w^k, w^(-k))` and the generator
`x` as `[[0, (-1)^k], [1, 0]]`. -/
theorem dicyclicRep_generators :
    dicyclicRep n k (.a 1) = !![Complex.exp (Complex.I * Real.pi / n) ^ k, 0;
      0, Complex.exp (Complex.I * Real.pi / n) ^ (-k)] ∧
    dicyclicRep n k (.xa 0) = !![0, (-1) ^ k; 1, 0] := by
  constructor
  · have h := phase_int n (-k)
    rw [Int.cast_neg] at h
    simp only [rep_apply, dicyclicMatrix, mul_one]
    rw [phase_int n k, h]
  · simp only [rep_apply, dicyclicMatrix, mul_zero, neg_zero, phase_zero, mul_one]

/-- The central element `a^n` acts as the scalar `(-1)^k`. -/
theorem dicyclicRep_central :
    dicyclicRep n k (.a n) = ((-1 : ℂ) ^ k) • (1 : Matrix (Fin 2) (Fin 2) ℂ) := by
  have h : -((k : ZMod (2 * n)) * n) = k * n := by
    linear_combination (-(k : ZMod (2 * n))) * two_n n
  simp only [rep_apply, dicyclicMatrix, h, phase_half]
  ext r c
  fin_cases r <;> fin_cases c <;> simp

/-- If `n` divides `k`, every `a^i` acts as a scalar, and every `x a^i` as the same scalar
times the matrix of `x`. -/
theorem dicyclicRep_of_dvd (hk : (n : ℤ) ∣ k) (i : ZMod (2 * n)) :
    dicyclicRep n k (.a i) = phase n (k * i) • (1 : Matrix (Fin 2) (Fin 2) ℂ) ∧
    dicyclicRep n k (.xa i) = phase n (k * i) • !![0, (-1) ^ k; 1, 0] := by
  have h : -((k : ZMod (2 * n)) * i) = k * i := by
    linear_combination (-i) * (cast_eq_neg_iff n k).2 hk
  simp only [rep_apply, dicyclicMatrix, h]
  constructor <;> ext r c <;> fin_cases r <;> fin_cases c <;> simp [mul_comm]

private theorem phase_ne (hk : ¬ (n : ℤ) ∣ k) : phase n k ≠ phase n (-k) :=
  fun h => hk ((cast_eq_neg_iff n k).1 (ZMod.injective_stdAddChar h))

/-- Every matrix commuting with the whole representation is a scalar exactly when `n` does
not divide `k`. -/
theorem commutant_scalar_iff :
    (∀ M : Matrix (Fin 2) (Fin 2) ℂ,
      (∀ g, M * dicyclicRep n k g = dicyclicRep n k g * M) →
        ∃ c : ℂ, M = c • (1 : Matrix (Fin 2) (Fin 2) ℂ)) ↔ ¬ (n : ℤ) ∣ k := by
  constructor
  · -- if `n ∣ k`, the matrix of `x` commutes with the whole representation and is not scalar
    intro h hk
    obtain ⟨c, hc⟩ := h !![0, (-1) ^ k; 1, 0] (by
      rintro (i | i)
      · rw [(dicyclicRep_of_dvd n k hk i).1, Matrix.mul_smul, Matrix.smul_mul,
          Matrix.mul_one, Matrix.one_mul]
      · rw [(dicyclicRep_of_dvd n k hk i).2, Matrix.mul_smul, Matrix.smul_mul])
    have h10 := congrFun (congrFun hc 1) 0
    simp at h10
  · intro hk M hM
    have hpq := phase_ne n k hk
    -- commuting with `a` removes the off-diagonal entries
    have e01 : M 0 1 * phase n (-k) = phase n k * M 0 1 := by
      simpa [rep_apply, dicyclicMatrix, Matrix.mul_apply, Fin.sum_univ_two] using
        congrFun (congrFun (hM (.a 1)) 0) 1
    have e10 : M 1 0 * phase n k = phase n (-k) * M 1 0 := by
      simpa [rep_apply, dicyclicMatrix, Matrix.mul_apply, Fin.sum_univ_two] using
        congrFun (congrFun (hM (.a 1)) 1) 0
    -- commuting with `x` equates the diagonal entries
    have e11 : M 1 1 = M 0 0 := by
      simpa [rep_apply, dicyclicMatrix, phase_zero, Matrix.mul_apply, Fin.sum_univ_two] using
        congrFun (congrFun (hM (.xa 0)) 1) 0
    have z01 : M 0 1 = 0 := (mul_eq_zero.1 (show (phase n k - phase n (-k)) * M 0 1 = 0 by
      linear_combination -e01)).resolve_left (sub_ne_zero.2 hpq)
    have z10 : M 1 0 = 0 := (mul_eq_zero.1 (show (phase n k - phase n (-k)) * M 1 0 = 0 by
      linear_combination e10)).resolve_left (sub_ne_zero.2 hpq)
    refine ⟨M 0 0, ?_⟩
    ext r c
    fin_cases r <;> fin_cases c <;> simp [z01, z10, e11]

/-- A nonzero vector that every group element maps to a multiple of itself exists exactly when `n`
divides `k`. -/
theorem invariant_line_iff :
    (∃ v : Fin 2 → ℂ, v ≠ 0 ∧ ∀ g, ∃ c : ℂ, dicyclicRep n k g *ᵥ v = c • v) ↔
      (n : ℤ) ∣ k := by
  constructor
  · rintro ⟨v, hv, h⟩
    by_contra hk
    obtain ⟨c, hc⟩ := h (.a 1)
    obtain ⟨d, hd⟩ := h (.xa 0)
    have a0 : phase n k * v 0 = c * v 0 := by
      simpa [rep_apply, dicyclicMatrix, Matrix.mulVec, dotProduct, Fin.sum_univ_two] using
        congrFun hc 0
    have a1 : phase n (-k) * v 1 = c * v 1 := by
      simpa [rep_apply, dicyclicMatrix, Matrix.mulVec, dotProduct, Fin.sum_univ_two] using
        congrFun hc 1
    have x0 : (-1) ^ k * v 1 = d * v 0 := by
      simpa [rep_apply, dicyclicMatrix, phase_zero, Matrix.mulVec, dotProduct,
        Fin.sum_univ_two] using congrFun hd 0
    have x1 : v 0 = d * v 1 := by
      simpa [rep_apply, dicyclicMatrix, phase_zero, Matrix.mulVec, dotProduct,
        Fin.sum_univ_two] using congrFun hd 1
    -- an eigenvector of `a` has a vanishing component, and `x` exchanges the components
    have hprod : (phase n k - phase n (-k)) * (v 0 * v 1) = 0 := by
      linear_combination v 1 * a0 - v 0 * a1
    have hs : ((-1 : ℂ)) ^ k ≠ 0 := zpow_ne_zero k (by norm_num)
    have hzero : v 0 = 0 ∧ v 1 = 0 := by
      rcases mul_eq_zero.1 ((mul_eq_zero.1 hprod).resolve_left
        (sub_ne_zero.2 (phase_ne n k hk))) with h0 | h1
      · rw [h0, mul_zero] at x0
        exact ⟨h0, (mul_eq_zero.1 x0).resolve_left hs⟩
      · rw [h1, mul_zero] at x1
        exact ⟨x1, h1⟩
    apply hv
    ext r
    fin_cases r
    · exact hzero.1
    · exact hzero.2
  · intro hk
    have hs : Complex.I ^ k * Complex.I ^ k = (-1) ^ k := by
      rw [← mul_zpow, Complex.I_mul_I]
    refine ⟨![Complex.I ^ k, 1], fun h => by simpa using congrFun h 1, ?_⟩
    rintro (i | i)
    · refine ⟨phase n (k * i), ?_⟩
      rw [(dicyclicRep_of_dvd n k hk i).1]
      ext r
      fin_cases r <;> simp [Matrix.mulVec, dotProduct, Fin.sum_univ_two]
    · refine ⟨phase n (k * i) * Complex.I ^ k, ?_⟩
      rw [(dicyclicRep_of_dvd n k hk i).2, ← hs]
      ext r
      fin_cases r <;> simp [Matrix.mulVec, dotProduct, Fin.sum_univ_two, mul_assoc]

end

end DicyclicSpinor
```

```lean
#print axioms DicyclicSpinor.dicyclicRep_generators
#print axioms DicyclicSpinor.dicyclicRep_central
#print axioms DicyclicSpinor.commutant_scalar_iff
#print axioms DicyclicSpinor.invariant_line_iff
```

```
'DicyclicSpinor.dicyclicRep_generators' depends on axioms: [propext, Classical.choice, Quot.sound]
'DicyclicSpinor.dicyclicRep_central' depends on axioms: [propext, Classical.choice, Quot.sound]
'DicyclicSpinor.commutant_scalar_iff' depends on axioms: [propext, Classical.choice, Quot.sound]
'DicyclicSpinor.invariant_line_iff' depends on axioms: [propext, Classical.choice, Quot.sound]
```

## From phases to the commutant in the proof

`phase` is the function $j\mapsto e^{i\pi j/n}$ on integers modulo $2n$, taken from Mathlib's standard additive character, so it does not depend on the integer chosen to represent $j$. `phase_add` is the rule for multiplying exponentials, `phase_int` identifies the values with powers of $w$, and `phase_half` is $w^{kn}=(-1)^k$.

By hand, three relations were enough. In Lean the group comes with a multiplication table, and `map_mul'` checks its four rules, one for each combination of `a` and `xa`. In every case `h1` and `h2` are the identities between phases needed for the matrix entries, and `simp only` multiplies the matrices out. The case `xa` times `xa` contains $x^2=a^n$ and so uses `phase_half`. It also needs `two_n`, which says that $2n=0$ among the exponents and hence that $kn$ and $-kn$ agree.

`cast_eq_neg_iff` is the arithmetic core: $k=-k$ modulo $2n$ exactly when $n\mid k$. Together with the injectivity of the character it gives `phase_ne`, the inequality $w^k\ne w^{-k}$ for $n\nmid k$. For the opposite case, `dicyclicRep_of_dvd` shows that each $a^i$ is a scalar and each $xa^i$ the same scalar times $X$.

In `commutant_scalar_iff`, the first direction inserts $X$ as the commuting matrix and compares lower left entries, which would give $1=0$. The second extracts `e01` and `e10` from commutation with $a$ and `e11` from commutation with $x$. The steps `z01` and `z10` then cancel the nonzero factor $w^k-w^{-k}$, as in the derivation.

In `invariant_line_iff`, `hprod` combines the two eigenvalue equations for $a$ into $(w^k-w^{-k})v_0v_1=0$, and `hzero` uses $x$ to remove the remaining component. The converse supplies the unnormalised vector $(i^k,1)$.

## A splitting for n = k = 3, and a half-integer label

Without the condition $n\nmid k$, copying the diagonal element is still correct, but the group no longer justifies setting the coupling to zero. Take $n=k=3$. Then $A=-1$ and

$$X=\begin{pmatrix}0&-1\\1&0\end{pmatrix}.$$

For real $\varepsilon$ and $\beta$, the Hermitian matrix $H=\varepsilon\,1+i\beta X$ commutes with the whole representation and has energies $\varepsilon\pm\beta$. This group alone therefore does not make the two levels degenerate. Time-reversal symmetry does, if it is present and maps the spinor pair to itself.

The label must also be an integer. For $n=1$ and $k=\tfrac12$, the matrix for $a$ would be $\mathrm{diag}(i,-i)$, whose square is $-1$, although $a^2=1$ in the group.

## The same group from generators and relations

The group could also be defined abstractly by its two generators and three relations. The homomorphism would then follow from the three short matrix checks made above, in place of the four multiplication rules. In exchange, the list of elements $a^i$, $xa^i$ and the order $4n$ would need a separate proof, whereas `QuaternionGroup n` has them built in. The criterion $n\nmid k$ would be the same.
